# A weight conserved by one step of a reversible dynamics is conserved over any integer number of steps

The declaration `weight_zpow` concerns a reversible dynamics in discrete time, given by a permutation `f` of a set of states `X`, and a real-valued weight `w` on those states. If `w (f x) = w x` for every state `x`, then `w ((f ^ n) x) = w x` for every integer `n` and every `x`, negative `n` meaning steps backwards. The set `X` need not be finite, and `w` need be neither positive nor normalised. The proof is by induction on `n` with the state left general, splitting off one factor of `f` going forwards and one of `f⁻¹` going backwards.

In Lean, a first try:

```lean
import Mathlib

open Finset

namespace WeightZpow

noncomputable section

/-- A weight conserved by one step of the dynamics is conserved by any integer number of steps. -/
theorem weight_zpow {X : Type*} {w : X → ℝ} {f : Equiv.Perm X}
    (hf : ∀ x, w (f x) = w x) (n : ℤ) (x : X) : w ((f ^ n) x) = w x := by
  induction n using Int.induction_on generalizing x with
  | zero => simp
  | succ k ih => rw [zpow_add_one, Equiv.Perm.mul_apply, ih, hf]
  | pred k ih =>
    rw [zpow_sub_one, Equiv.Perm.mul_apply, ih]
    have h := hf (f⁻¹ x)
    rw [Equiv.Perm.apply_inv_self] at h
    exact h.symm

end

end WeightZpow
```

The error:

```
Main.lean:18:8: error(lean.unknownIdentifier): Unknown constant `Equiv.Perm.apply_inv_self`
```

The mended proof, as a diff:

```diff
@@ -15,6 +15,7 @@
   | pred k ih =>
     rw [zpow_sub_one, Equiv.Perm.mul_apply, ih]
+    have hx : f (f⁻¹ x) = x := Equiv.apply_symm_apply f x
     have h := hf (f⁻¹ x)
-    rw [Equiv.Perm.apply_inv_self] at h
+    rw [hx] at h
     exact h.symm
 
```

The message says that Lean knows no constant called `Equiv.Perm.apply_inv_self`, so the rewrite that cites it cannot run. It stands in the backward step, where `h` says `w (f (f⁻¹ x)) = w (f⁻¹ x)` and `f (f⁻¹ x)` has to be replaced by `x`. The fault is in the name of the lemma; the identity it was meant to supply is true.

The repair states that identity as `hx` and proves it with `Equiv.apply_symm_apply`, which says that `f (f.symm x) = x`. Lean accepts this because the inverse of a permutation is by definition its `symm`. Since `hx` is written with `f⁻¹`, its left side has the same form as the term in `h`, and `rw [hx] at h` turns `h` into `w x = w (f⁻¹ x)`. The existing last line, `exact h.symm`, then closes the goal.
